# Low-rank Matsubara kernels on a bounded band and the spectral changes they nearly hide

Let $K_{ij}=1/(\omega_i^2+x_j^2)$ be an $M\times N$ kernel with $\omega_i\ge\nu>0$ and $|x_j|\le W$, and put $\rho=W^2/(W^2+2\nu^2)<1$. For each $r$ some matrix of rank at most $r$ agrees with $K$ entrywise within $\rho^r/\nu^2$, and if $r<N$ some vector $s$ of unit Euclidean norm satisfies $\|Ks\|\le\sqrt{MN}\,\rho^r/\nu^2$.

```lean
import Mathlib

open Matrix

namespace MatsubaraKernelCompression

noncomputable section

variable {M N : ℕ}

/-- The kernel `1 / (ω_i² + x_j²)` taking a spectrum on the real frequencies `x_j`
to response data at the Matsubara frequencies `ω_i`. -/
def matsubaraKernel (ω : Fin M → ℝ) (x : Fin N → ℝ) : Matrix (Fin M) (Fin N) ℝ :=
  Matrix.of fun i j => 1 / (ω i ^ 2 + x j ^ 2)

/-- The ratio `ρ = W² / (W² + 2ν²)` for a band `|x| ≤ W` and Matsubara frequencies at least `ν`. -/
def decayRatio (ν W : ℝ) : ℝ := W ^ 2 / (W ^ 2 + 2 * ν ^ 2)

/-- The Matsubara-frequency factors of the expansion about `x² = W²/2`. -/
def leftFactor (W : ℝ) (r : ℕ) (ω : Fin M → ℝ) : Matrix (Fin M) (Fin r) ℝ :=
  Matrix.of fun i k => 1 / (ω i ^ 2 + W ^ 2 / 2) ^ ((k : ℕ) + 1)

/-- The real-frequency factors of the expansion about `x² = W²/2`. -/
def rightFactor (W : ℝ) (r : ℕ) (x : Fin N → ℝ) : Matrix (Fin r) (Fin N) ℝ :=
  Matrix.of fun k j => (W ^ 2 / 2 - x j ^ 2) ^ (k : ℕ)

/-- The kernel expansion cut off after `r` separable terms. -/
def truncatedKernel (W : ℝ) (r : ℕ) (ω : Fin M → ℝ) (x : Fin N → ℝ) :
    Matrix (Fin M) (Fin N) ℝ :=
  leftFactor W r ω * rightFactor W r x

/-- The Euclidean norm of a discretised spectrum or data vector. -/
def l2 {n : ℕ} (v : Fin n → ℝ) : ℝ := ‖WithLp.toLp 2 v‖

/-- The squared Euclidean norm is the sum of the squared components. -/
theorem l2_sq {n : ℕ} (v : Fin n → ℝ) : l2 v ^ 2 = ∑ i, v i ^ 2 := by
  rw [l2, EuclideanSpace.norm_sq_eq]
  simp [Real.norm_eq_abs, sq_abs]

/-- Scaling a vector scales its Euclidean norm by the absolute value of the factor. -/
theorem l2_smul {n : ℕ} (c : ℝ) (v : Fin n → ℝ) : l2 (c • v) = |c| * l2 v := by
  rw [l2, l2, WithLp.toLp_smul, norm_smul, Real.norm_eq_abs]

/-- Exact remainder of the geometric expansion of `1 / (b - t)` after `r` terms. -/
theorem geometric_remainder {b t : ℝ} (hb : b ≠ 0) (hbt : b - t ≠ 0) (r : ℕ) :
    1 / (b - t) - ∑ k ∈ Finset.range r, t ^ k / b ^ (k + 1) = (t / b) ^ r / (b - t) := by
  induction r with
  | zero => simp
  | succ r ih =>
    have h : t ^ r / b ^ (r + 1) = (t / b) ^ r * (1 / b) := by
      rw [div_pow, pow_succ, div_mul_div_comm, mul_one]
    rw [Finset.sum_range_succ, ← sub_sub, ih, h, pow_succ]
    generalize (t / b) ^ r = q
    field_simp
    ring

/-- The truncated kernel has rank at most `r`. -/
theorem truncatedKernel_rank_le (W : ℝ) (r : ℕ) (ω : Fin M → ℝ) (x : Fin N → ℝ) :
    (truncatedKernel W r ω x).rank ≤ r :=
  (Matrix.rank_mul_le_left _ _).trans
    ((Matrix.rank_le_card_width _).trans_eq (Fintype.card_fin r))

/-- Every entry of the truncated kernel is within `ρ^r / ν²` of the Matsubara kernel. -/
theorem truncatedKernel_error {ν W : ℝ} (hν : 0 < ν) {ω : Fin M → ℝ} {x : Fin N → ℝ}
    (hω : ∀ i, ν ≤ ω i) (hx : ∀ j, |x j| ≤ W) (r : ℕ) (i : Fin M) (j : Fin N) :
    |matsubaraKernel ω x i j - truncatedKernel W r ω x i j| ≤ decayRatio ν W ^ r / ν ^ 2 := by
  have hν2 : 0 < ν ^ 2 := by positivity
  have ha : ν ^ 2 ≤ ω i ^ 2 := pow_le_pow_left₀ hν.le (hω i) 2
  have hy : x j ^ 2 ≤ W ^ 2 := sq_le_sq' (abs_le.1 (hx j)).1 (abs_le.1 (hx j)).2
  have hy0 := sq_nonneg (x j)
  have hW0 := sq_nonneg W
  have hT : truncatedKernel W r ω x i j = ∑ k ∈ Finset.range r,
      (W ^ 2 / 2 - x j ^ 2) ^ k / (ω i ^ 2 + W ^ 2 / 2) ^ (k + 1) := by
    rw [Finset.sum_range]
    simp only [truncatedKernel, Matrix.mul_apply, leftFactor, rightFactor, Matrix.of_apply]
    refine Finset.sum_congr rfl fun k _ => ?_
    rw [div_mul_eq_mul_div, one_mul]
  have hK : matsubaraKernel ω x i j
      = 1 / ((ω i ^ 2 + W ^ 2 / 2) - (W ^ 2 / 2 - x j ^ 2)) := by
    simp only [matsubaraKernel, Matrix.of_apply]
    congr 1
    ring
  rw [hT, hK]
  have ht : |W ^ 2 / 2 - x j ^ 2| ≤ W ^ 2 / 2 := abs_le.2 ⟨by linarith, by linarith⟩
  have hb' : ν ^ 2 + W ^ 2 / 2 ≤ ω i ^ 2 + W ^ 2 / 2 := by linarith
  have hbt : ν ^ 2 ≤ (ω i ^ 2 + W ^ 2 / 2) - (W ^ 2 / 2 - x j ^ 2) := by linarith
  generalize ω i ^ 2 + W ^ 2 / 2 = b at *
  generalize W ^ 2 / 2 - x j ^ 2 = t at *
  have hb : 0 < b := by linarith
  have hd : 0 < b - t := by linarith
  have hden : 0 < W ^ 2 + 2 * ν ^ 2 := by linarith
  -- the bounds on `|t|` and `b` bound the expansion ratio by `ρ`
  have hq : |t / b| ≤ decayRatio ν W := by
    rw [abs_div, abs_of_pos hb, decayRatio, div_le_div_iff₀ hb hden]
    nlinarith [mul_le_mul_of_nonneg_right ht hden.le, mul_le_mul_of_nonneg_left hb' hW0]
  have hρ : 0 ≤ decayRatio ν W := (abs_nonneg _).trans hq
  rw [geometric_remainder hb.ne' hd.ne', abs_div, abs_pow, abs_of_pos hd]
  exact div_le_div₀ (pow_nonneg hρ r) (pow_le_pow_left₀ (abs_nonneg _) hq r) hν2 hbt

/-- For given `ν`, `W` and tolerance `ε`, one rank `r` suffices to approximate the kernel entrywise
on all grids with `ν ≤ ω i` and `|x j| ≤ W`, whatever their sizes. -/
theorem uniform_rank {ν : ℝ} (hν : 0 < ν) (W : ℝ) {ε : ℝ} (hε : 0 < ε) :
    ∃ r : ℕ, ∀ (M N : ℕ) (ω : Fin M → ℝ) (x : Fin N → ℝ),
      (∀ i, ν ≤ ω i) → (∀ j, |x j| ≤ W) →
      ∃ L : Matrix (Fin M) (Fin N) ℝ, L.rank ≤ r ∧
        ∀ i j, |matsubaraKernel ω x i j - L i j| < ε := by
  have hν2 : 0 < ν ^ 2 := by positivity
  have hρ : decayRatio ν W < 1 := by
    rw [decayRatio, div_lt_one (by positivity)]
    linarith
  obtain ⟨r, hr⟩ := exists_pow_lt_of_lt_one (mul_pos hε hν2) hρ
  refine ⟨r, fun M N ω x hω hx => ⟨truncatedKernel W r ω x,
    truncatedKernel_rank_le W r ω x, fun i j => ?_⟩⟩
  exact (truncatedKernel_error hν hω hx r i j).trans_lt ((div_lt_iff₀ hν2).2 hr)

/-- A matrix with entries bounded by `δ` maps a unit vector to one of norm at most `√(MN) δ`. -/
theorem l2_mulVec_le {E : Matrix (Fin M) (Fin N) ℝ} {δ : ℝ} (hδ : 0 ≤ δ)
    (hE : ∀ i j, |E i j| ≤ δ) {s : Fin N → ℝ} (hs : l2 s = 1) :
    l2 (E *ᵥ s) ≤ √((M : ℝ) * N) * δ := by
  have hrow : ∀ i, (E *ᵥ s) i ^ 2 ≤ N * δ ^ 2 := fun i => by
    calc (E *ᵥ s) i ^ 2 ≤ (∑ j, E i j ^ 2) * ∑ j, s j ^ 2 :=
          Finset.sum_mul_sq_le_sq_mul_sq Finset.univ (E i) s
      _ = ∑ j, E i j ^ 2 := by rw [← l2_sq s, hs, one_pow, mul_one]
      _ ≤ ∑ _j : Fin N, δ ^ 2 := Finset.sum_le_sum fun j _ =>
          sq_le_sq' (abs_le.1 (hE i j)).1 (abs_le.1 (hE i j)).2
      _ = N * δ ^ 2 := by simp
  have h : l2 (E *ᵥ s) ^ 2 ≤ (√((M : ℝ) * N) * δ) ^ 2 := by
    rw [l2_sq, mul_pow, Real.sq_sqrt (by positivity)]
    calc ∑ i, (E *ᵥ s) i ^ 2 ≤ ∑ _i : Fin M, (N : ℝ) * δ ^ 2 :=
          Finset.sum_le_sum fun i _ => hrow i
      _ = (M : ℝ) * N * δ ^ 2 := by simp [mul_assoc]
  exact (abs_le_of_sq_le_sq' h (by positivity)).2

/-- With more than `r` real frequencies, some spectral change of unit norm alters the
Matsubara data by at most `√(MN) ρ^r / ν²`. -/
theorem exists_invisible_change {ν W : ℝ} (hν : 0 < ν) {ω : Fin M → ℝ} {x : Fin N → ℝ}
    (hω : ∀ i, ν ≤ ω i) (hx : ∀ j, |x j| ≤ W) {r : ℕ} (hr : r < N) :
    ∃ s : Fin N → ℝ, l2 s = 1 ∧
      l2 (matsubaraKernel ω x *ᵥ s) ≤ √((M : ℝ) * N) * (decayRatio ν W ^ r / ν ^ 2) := by
  -- the right factor maps N dimensions to r < N, so it has a null vector
  obtain ⟨v, hv, hv0⟩ : ∃ v : Fin N → ℝ, v ≠ 0 ∧ rightFactor W r x *ᵥ v = 0 := by
    by_contra h
    have hinj : Function.Injective (rightFactor W r x).mulVecLin := by
      rw [← LinearMap.ker_eq_bot, LinearMap.ker_eq_bot']
      intro v hv
      by_contra hne
      exact h ⟨v, hne, hv⟩
    have hle := LinearMap.finrank_le_finrank_of_injective hinj
    simp only [Module.finrank_fin_fun] at hle
    omega
  have hn : l2 v ≠ 0 := fun h => hv (by
    have h2 := l2_sq v
    rw [h] at h2
    funext j
    have h3 := (Finset.sum_eq_zero_iff_of_nonneg (fun j _ => sq_nonneg (v j))).1
      (by rw [← h2]; norm_num) j (Finset.mem_univ j)
    exact (pow_eq_zero_iff two_ne_zero).1 h3)
  have hpos : 0 ≤ l2 v := norm_nonneg _
  have hs : l2 ((l2 v)⁻¹ • v) = 1 := by
    rw [l2_smul, abs_of_nonneg (inv_nonneg.2 hpos), inv_mul_cancel₀ hn]
  refine ⟨(l2 v)⁻¹ • v, hs, ?_⟩
  -- on this vector the kernel acts as the small remainder
  have hK : matsubaraKernel ω x *ᵥ ((l2 v)⁻¹ • v)
      = (matsubaraKernel ω x - truncatedKernel W r ω x) *ᵥ ((l2 v)⁻¹ • v) := by
    rw [Matrix.sub_mulVec, truncatedKernel, ← Matrix.mulVec_mulVec, Matrix.mulVec_smul
      (rightFactor W r x), hv0, smul_zero, Matrix.mulVec_zero, sub_zero]
  rw [hK]
  have hρ : 0 ≤ decayRatio ν W := by unfold decayRatio; positivity
  exact l2_mulVec_le (by positivity) (fun i j => truncatedKernel_error hν hω hx r i j) hs

/-- Let a spectrum `A` be at least `η` everywhere. For any reconstruction map `F` there is a
nonnegative spectrum `B` with data within `η √(MN) ρ^r / ν²` of those of `A`, from which the
reconstruction `F (K A)` differs by at least `η`. -/
theorem reconstruction_error {ν W : ℝ} (hν : 0 < ν) {ω : Fin M → ℝ} {x : Fin N → ℝ}
    (hω : ∀ i, ν ≤ ω i) (hx : ∀ j, |x j| ≤ W) {r : ℕ} (hr : r < N)
    {η : ℝ} (hη : 0 ≤ η) {A : Fin N → ℝ} (hA : ∀ j, η ≤ A j)
    (F : (Fin M → ℝ) → (Fin N → ℝ)) :
    ∃ B : Fin N → ℝ, (∀ j, 0 ≤ B j) ∧
      l2 (matsubaraKernel ω x *ᵥ A - matsubaraKernel ω x *ᵥ B)
        ≤ η * (√((M : ℝ) * N) * (decayRatio ν W ^ r / ν ^ 2)) ∧
      η ≤ l2 (F (matsubaraKernel ω x *ᵥ A) - B) := by
  obtain ⟨s, hs, hKs⟩ := exists_invisible_change hν hω hx hr
  have hs1 : ∀ j, |s j| ≤ 1 := fun j => by
    have h1 : s j ^ 2 ≤ ∑ k, s k ^ 2 :=
      Finset.single_le_sum (f := fun k => s k ^ 2) (fun k _ => sq_nonneg (s k))
        (Finset.mem_univ j)
    rw [← l2_sq, hs] at h1
    exact abs_le.2 (abs_le_of_sq_le_sq' h1 zero_le_one)
  -- both A + η s and A - η s are admissible spectra with nearly the data of A
  have key : ∀ c : ℝ, |c| = η → (∀ j, 0 ≤ (A + c • s) j) ∧
      l2 (matsubaraKernel ω x *ᵥ A - matsubaraKernel ω x *ᵥ (A + c • s))
        ≤ η * (√((M : ℝ) * N) * (decayRatio ν W ^ r / ν ^ 2)) := by
    intro c hc
    constructor
    · intro j
      have h1 : |c * s j| ≤ η := by
        rw [abs_mul, hc]
        exact mul_le_of_le_one_right hη (hs1 j)
      have h2 := (abs_le.1 h1).1
      have h3 := hA j
      simp only [Pi.add_apply, Pi.smul_apply, smul_eq_mul]
      linarith
    · have h : matsubaraKernel ω x *ᵥ A - matsubaraKernel ω x *ᵥ (A + c • s)
          = (-c) • (matsubaraKernel ω x *ᵥ s) := by
        rw [Matrix.mulVec_add, Matrix.mulVec_smul]
        module
      rw [h, l2_smul, abs_neg, hc]
      exact mul_le_mul_of_nonneg_left hKs hη
  generalize F (matsubaraKernel ω x *ᵥ A) = f
  by_cases hf : η ≤ l2 (f - (A + η • s))
  · exact ⟨_, (key η (abs_of_nonneg hη)).1, (key η (abs_of_nonneg hη)).2, hf⟩
  · have hm : |(-η)| = η := by rw [abs_neg, abs_of_nonneg hη]
    refine ⟨_, (key (-η) hm).1, (key (-η) hm).2, ?_⟩
    -- the two candidates are 2η apart, so f cannot be close to both
    have hsplit : (2 * η) • s
        = (f - (A + (-η) • s)) + (-1 : ℝ) • (f - (A + η • s)) := by module
    have htri : l2 ((f - (A + (-η) • s)) + (-1 : ℝ) • (f - (A + η • s)))
        ≤ l2 (f - (A + (-η) • s)) + l2 ((-1 : ℝ) • (f - (A + η • s))) := by
      unfold l2
      rw [WithLp.toLp_add]
      exact norm_add_le _ _
    rw [← hsplit, l2_smul, l2_smul, hs, abs_of_nonneg (by linarith : 0 ≤ 2 * η),
      abs_neg, abs_one] at htri
    linarith [not_le.1 hf]

end

end MatsubaraKernelCompression
```

## From response functions to a real matrix

For the response $\chi$ of a Hermitian observable to a field coupled to that same observable, $\mathrm{Im}\,\chi$ is odd, and the value at imaginary frequency $i\omega$ is an integral of $x\,\mathrm{Im}\,\chi(x)$ against $1/(\omega^2+x^2)$, up to a constant positive factor. On a grid, this becomes `matsubaraKernel ω x` acting on a vector whose entries contain the spectral weight, the quadrature weights and the constant. If the coupling energy is written as minus the field times the observable, these entries are nonnegative for a passive system and nonnegative quadrature weights.

The grids `ω` and `x` are arbitrary real-valued functions on `Fin M` and `Fin N`. The bound `ν ≤ ω i` excludes the static frequency; the Matsubara frequencies of such a response are $2\pi nT$ with integer $n$, for electrons too, so at temperature $T$ one may take $\nu=2\pi T$, with $\hbar=k_B=1$. The bound `|x j| ≤ W` confines the spectrum to a finite band. The ratio $\rho$ is `decayRatio ν W`, and `l2` is the Euclidean norm.

`truncatedKernel_rank_le` and `truncatedKernel_error` give the low-rank approximation, and `exists_invisible_change` gives $s$. In `uniform_rank`, the rank is chosen before the grids: for fixed $\nu$, $W$ and tolerance, it serves grids of every size.

`reconstruction_error` concerns a spectrum $A$ with every entry at least $\eta\ge0$ and any map $F$ from data to spectra, linear or not. For $r<N$ it yields a nonnegative spectrum $B$ whose data differ from $KA$ by at most $\eta\sqrt{MN}\,\rho^r/\nu^2$, although $\|F(KA)-B\|\ge\eta$. If an entry of $A$ vanishes, as in a gap or, for smooth $\mathrm{Im}\,\chi$, at a grid point $x=0$, only $\eta=0$ is allowed and the statement is empty.

This bears on the analytic continuation of simulation data, for discretised spectra on a bounded band and with positivity as the only constraint on $B$; sum rules are not imposed, nor is the evenness of $x\,\mathrm{Im}\,\chi(x)$ on a grid that contains both $x$ and $-x$. Noise is not modelled either: the change is invisible in practice when the bound lies below the noise level. For $W\gg\nu$ the ratio $\rho$ is close to 1, and the bound falls slowly with $r$. This is a weakness of the expansion used here, not a property of the kernel: a Chebyshev expansion in $x^2$ on the band has an error that falls faster with the number of terms.

## Expanding about the middle of the range of $x^2$

Set $b=\omega_i^2+W^2/2$ and $t=W^2/2-x_j^2$, so that $K_{ij}=1/(b-t)$. The sum
$$(b-t)\sum_{k=0}^{r-1}\frac{t^k}{b^{k+1}}=\sum_{k=0}^{r-1}\left[\left(\frac tb\right)^k-\left(\frac tb\right)^{k+1}\right]=1-\left(\frac tb\right)^r$$
telescopes, and therefore
$$\frac1{b-t}-\sum_{k=0}^{r-1}\frac{t^k}{b^{k+1}}=\frac{(t/b)^r}{b-t}.$$
`geometric_remainder` proves this by induction on $r$.

Each term is a function of $\omega_i$ times a function of $x_j$. The sum is thus the product of `leftFactor`, with $r$ columns, and `rightFactor`, with $r$ rows, and its rank is at most $r$.

Since $0\le x_j^2\le W^2$, we have $|t|\le W^2/2$. Also $b\ge\nu^2+W^2/2$ and $b-t=\omega_i^2+x_j^2\ge\nu^2$. Hence
$$\left|\frac tb\right|\le\frac{W^2/2}{\nu^2+W^2/2}=\rho,\qquad \left|\frac{(t/b)^r}{b-t}\right|\le\frac{\rho^r}{\nu^2}.$$
In `truncatedKernel_error`, `hq` is the first estimate and `div_le_div₀` combines it with the lower bound on the denominator. For `uniform_rank`, choose $r$ with $\rho^r<\varepsilon\nu^2$, where $\varepsilon$ is the tolerance.

## A vector that the right factor annihilates

If $r<N$, the right factor maps $N$ dimensions to fewer, so it annihilates some $v\ne0$. Lean obtains $v$ by contradiction: an injective map would force $N\le r$. Put $s=v/\|v\|$. The truncated kernel gives zero on $s$, so $Ks=Es$, where $E$ is the remainder matrix, with entries at most $\delta=\rho^r/\nu^2$ in absolute value. By Cauchy–Schwarz,
$$\|Es\|^2\le\sum_i\Big(\sum_jE_{ij}^2\Big)\Big(\sum_js_j^2\Big)\le MN\delta^2,$$
which is `l2_mulVec_le`.

The condition $r<N$ matters. Take $M=N=r=1$, $\nu=W=\omega=1$ and $x=0$. Then $K=1$ and $\|Ks\|=1$ for both unit vectors $s=\pm1$, while the bound would be $\rho=1/3$.

## Two spectra that one reconstruction cannot match

Let $B_\pm=A\pm\eta s$. Since $|s_j|\le1$ and $A_j\ge\eta$, both are nonnegative, and their data differ from $KA$ by $\eta\|Ks\|$ in norm; this is `key`. With $f=F(KA)$, the triangle inequality gives
$$2\eta=\|B_+-B_-\|\le\|f-B_+\|+\|f-B_-\|.$$
At least one distance is therefore $\eta$ or more, and the case split `by_cases hf` selects the corresponding spectrum as $B$.

```lean
#print axioms MatsubaraKernelCompression.truncatedKernel_rank_le
#print axioms MatsubaraKernelCompression.uniform_rank
#print axioms MatsubaraKernelCompression.reconstruction_error
```

```
'MatsubaraKernelCompression.truncatedKernel_rank_le' depends on axioms: [propext, Classical.choice, Quot.sound]
'MatsubaraKernelCompression.uniform_rank' depends on axioms: [propext, Classical.choice, Quot.sound]
'MatsubaraKernelCompression.reconstruction_error' depends on axioms: [propext, Classical.choice, Quot.sound]
```
